# Where it is finite, the exponential mean of a Gaussian trace sample is a product over eigenvalues

## How far a trace sample can overshoot

Anyone who estimates a trace with random vectors has to decide how many to draw. A bound on the probability that a sample lies far above the trace can guide that decision. For a real symmetric matrix \(A\) and a vector \(x\) of independent standard normal components, the sample is \(x^{T}Ax\), whose mean is \(\operatorname{tr}A\). In electronic structure, \(A\) may be a real one-particle density matrix in a finite orthonormal basis of spin orbitals, normalised so that its trace is the mean electron number.

Let \(a_1,\dots,a_n\) be the eigenvalues of \(A\) and \(g_i\) the components of \(x\) in its eigenbasis. The sample is then \(S=\sum_i a_i g_i^2\). If \(2ta_i<1\) for every \(i\), with \(t\) real,

\[
\mathbb E\,e^{tS}=\prod_i(1-2ta_i)^{-1/2}.
\]

## From one Gaussian integral to the tail

For one mode, put \(s=ta_i\) and let \(x\) stand, in this integral only, for the value of the single component \(g_i\). When \(2s<1\), the normal density times \(e^{sx^2}\) is again a Gaussian function:

\[
\frac1{\sqrt{2\pi}}\int e^{-x^2/2}e^{sx^2}\,dx
=\frac1{\sqrt{2\pi}}\int e^{-(1/2-s)x^2}\,dx
=\frac1{\sqrt{2\pi}}\sqrt{\frac{\pi}{1/2-s}}
=(1-2s)^{-1/2}.
\]

The integral converges exactly when \(2s<1\). Since the \(g_i\) are independent,

\[
\mathbb E\,e^{tS}=\mathbb E\prod_i e^{ta_ig_i^2}=\prod_i\mathbb E\,e^{ta_ig_i^2},
\]

which is the product above. All factors are positive, so a single divergent one makes the whole mean infinite.

Now write \(A=UDU^{T}\) with \(D=\operatorname{diag}(a)\), \(U^{T}U=1\) and \(x=Ug\). Then \(x^{T}Ax=g^{T}Dg=S\), and

\[
\det(1-2tA)=\det\bigl(U(1-2tD)U^{T}\bigr)=(\det U)^2\prod_i(1-2ta_i)=\prod_i(1-2ta_i),
\]

so the mean is \(\det(1-2tA)^{-1/2}\).

Finally, let \(t\ge0\) with all \(2ta_i<1\). Then \(S\ge c\) implies \(e^{t(S-c)}\ge1\). Hence

\[
P(S\ge c)\le e^{-tc}\,\mathbb E\,e^{tS}=e^{-tc}\prod_i(1-2ta_i)^{-1/2}.
\]

An average over \(M\) independent probes has the same form, with weights \(a_i/M\) on \(nM\) components.

## Uncorrelated components are not enough

Take \(a_1=a_2=1\) and \(g_2=\varepsilon g_1\), where \(\varepsilon=\pm1\) is a fair random sign independent of \(g_1\). Both components are standard normal and they are uncorrelated, but \(S=2g_1^2\). At \(t=1/8\) the mean is \((1-4t)^{-1/2}=\sqrt2\), while the product gives \(4/3\).

## The probe as a Lean structure

`IsGaussianProbe g μ` says that the components `g i` are measurable, jointly independent and distributed by `gaussianReal 0 1`, whose second argument is the variance. Here `μ` is the probability measure, not a chemical potential. The finite type `ι` labels the modes, and `quadraticSample a g ω` is \(S\) for the outcome `ω`. `isGaussianProbe_witness` supplies an example for every such `ι`.

`mean_exp_quadraticSample` is the product formula, and `integrable_exp_quadraticSample_iff` says that the mean is finite exactly when all \(2ta_i<1\). `mean_exp_matrix` is the determinant form and `tail_bound` the bound on the upper tail.

The hypotheses are placed on \(g\), whereas a program draws \(x\) in its working basis. The step between them is the rotation invariance of the normal distribution, which makes \(g=U^{T}x\) a Gaussian probe too. Complex Hermitian matrices are not treated here.

```lean
import Mathlib

open MeasureTheory ProbabilityTheory Matrix

namespace GaussianProbeEigenbasis

noncomputable section

variable {ι Ω : Type*} [Fintype ι] [MeasurableSpace Ω]

/-- A Gaussian probe: its components are independent standard normal random variables. -/
structure IsGaussianProbe (g : ι → Ω → ℝ) (μ : Measure Ω) : Prop where
  measurable : ∀ i, Measurable (g i)
  law : ∀ i, μ.map (g i) = gaussianReal 0 1
  indep : iIndepFun g μ

/-- The quadratic form with eigenvalues `a i`, sampled by a probe with components `g i`
in the eigenbasis. -/
def quadraticSample (a : ι → ℝ) (g : ι → Ω → ℝ) (ω : Ω) : ℝ :=
  ∑ i, a i * g i ω ^ 2

/-- The coordinates of the product of standard normal measures form a Gaussian probe. -/
theorem isGaussianProbe_witness :
    IsGaussianProbe (fun (i : ι) (x : ι → ℝ) => x i)
      (Measure.pi fun _ : ι => gaussianReal 0 1) where
  measurable := fun i => measurable_pi_apply i
  law := fun i => (measurePreserving_eval (fun _ : ι => gaussianReal 0 1) i).map_eq
  indep := iIndepFun_pi (X := fun (_ : ι) (x : ℝ) => x) (fun _ => aemeasurable_id)

/-- The standard normal density times `exp (s x²)` equals `(√(2π))⁻¹ exp (-(1/2 - s) x²)`. -/
theorem density_mul_exp (s x : ℝ) :
    gaussianPDFReal 0 1 x • Real.exp (s * x ^ 2) =
      (√(2 * Real.pi))⁻¹ * Real.exp (-(1 / 2 - s) * x ^ 2) := by
  simp only [gaussianPDFReal, smul_eq_mul, NNReal.coe_one, mul_one, sub_zero]
  rw [mul_assoc, ← Real.exp_add]
  congr 2
  ring

/-- For one standard normal variable `x`, `exp (s x²)` has a finite mean exactly when
`2 s < 1`. -/
theorem integrable_exp_sq_iff (s : ℝ) :
    Integrable (fun x : ℝ => Real.exp (s * x ^ 2)) (gaussianReal 0 1) ↔ 2 * s < 1 := by
  have hc : IsUnit (√(2 * Real.pi))⁻¹ :=
    isUnit_iff_ne_zero.mpr (by positivity)
  rw [gaussianReal_of_var_ne_zero 0 one_ne_zero,
    integrable_withDensity_iff_integrable_smul' (measurable_gaussianPDF 0 1)
      (ae_of_all _ fun x => gaussianPDF_lt_top)]
  simp_rw [toReal_gaussianPDF, density_mul_exp]
  rw [integrable_const_mul_iff hc, integrable_exp_neg_mul_sq_iff]
  constructor <;> intro h <;> linarith

/-- For one standard normal variable `x` and `2 s < 1`, the mean of `exp (s x²)` is
`(1 - 2 s)^(-1/2)`. -/
theorem mean_exp_sq {s : ℝ} (hs : 2 * s < 1) :
    ∫ x, Real.exp (s * x ^ 2) ∂(gaussianReal 0 1) = (1 - 2 * s) ^ (-1 / 2 : ℝ) := by
  have hpos : 0 < 1 - 2 * s := by linarith
  have hne : 1 - 2 * s ≠ 0 := hpos.ne'
  have hq : Real.pi / (1 / 2 - s) = 2 * Real.pi * (1 - 2 * s)⁻¹ := by
    rw [show 1 / 2 - s = (1 - 2 * s) / 2 by ring]
    field_simp
  have hr : √(2 * Real.pi) ≠ 0 := by positivity
  rw [integral_gaussianReal_eq_integral_smul one_ne_zero]
  simp_rw [density_mul_exp]
  rw [integral_const_mul, integral_gaussian, hq,
    Real.sqrt_mul (show (0 : ℝ) ≤ 2 * Real.pi by positivity) (1 - 2 * s)⁻¹,
    Real.sqrt_inv, inv_mul_cancel_left₀ hr, show (-1 / 2 : ℝ) = -(1 / 2) by norm_num,
    Real.rpow_neg hpos.le, ← Real.sqrt_eq_rpow]

variable {μ : Measure Ω} [IsProbabilityMeasure μ] {g : ι → Ω → ℝ}

omit [Fintype ι] [IsProbabilityMeasure μ] in
/-- For a Gaussian probe, the contributions `a i * (g i)²` of the eigenmodes to the sampled
quadratic form are measurable and independent. -/
theorem modes_indep (hg : IsGaussianProbe g μ) (a : ι → ℝ) :
    (∀ i, Measurable fun ω => a i * g i ω ^ 2) ∧
      iIndepFun (fun i ω => a i * g i ω ^ 2) μ :=
  ⟨fun i => ((hg.measurable i).pow_const 2).const_mul _,
    hg.indep.comp (fun i x => a i * x ^ 2) (fun i => by fun_prop)⟩

/-- For a Gaussian probe, the exponential of `t` times the sampled quadratic form has a finite mean
exactly when `2 t a i < 1` for every eigenvalue `a i`. -/
theorem integrable_exp_quadraticSample_iff (hg : IsGaussianProbe g μ) (a : ι → ℝ) (t : ℝ) :
    Integrable (fun ω => Real.exp (t * quadraticSample a g ω)) μ ↔
      ∀ i, 2 * t * a i < 1 := by
  obtain ⟨hm, hI⟩ := modes_indep hg a
  -- the criterion for a single mode, transferred through the law of the component
  have mode : ∀ i, Integrable (fun ω => Real.exp (t * (a i * g i ω ^ 2))) μ ↔
      2 * t * a i < 1 := by
    intro i
    have h := integrable_map_measure (μ := μ) (f := g i)
      (g := fun x : ℝ => Real.exp (t * a i * x ^ 2))
      (Continuous.aestronglyMeasurable (by fun_prop)) (hg.measurable i).aemeasurable
    rw [hg.law i, integrable_exp_sq_iff] at h
    have e : (fun ω => Real.exp (t * (a i * g i ω ^ 2))) =
        (fun x : ℝ => Real.exp (t * a i * x ^ 2)) ∘ g i := by
      funext ω
      simp only [Function.comp_apply, mul_assoc]
    rw [e, ← h, mul_assoc]
  constructor
  · intro h i
    rw [← mode i]
    by_contra hn
    -- a non-integrable mode has integral zero in Lean, so the factorised integral would
    -- vanish, although the integrand is positive and integrable
    have hprod := hI.mgf_sum (t := t) hm Finset.univ
    simp only [mgf, Finset.sum_apply] at hprod
    have hzero := hprod.trans
      (Finset.prod_eq_zero (Finset.mem_univ i) (integral_undef hn))
    exact (integral_exp_pos h).ne' hzero
  · intro h
    have hs := hI.integrable_exp_mul_sum (t := t) hm (s := Finset.univ)
      (fun i _ => (mode i).mpr (h i))
    simpa only [Finset.sum_apply, quadraticSample] using hs

/-- If `2 t a i < 1` for every eigenvalue, the mean of `exp (t ∑ a i (g i)²)` over a
Gaussian probe is the product of the factors `(1 - 2 t a i)^(-1/2)`. -/
theorem mean_exp_quadraticSample (hg : IsGaussianProbe g μ) (a : ι → ℝ) {t : ℝ}
    (ht : ∀ i, 2 * t * a i < 1) :
    ∫ ω, Real.exp (t * quadraticSample a g ω) ∂μ =
      ∏ i, (1 - 2 * t * a i) ^ (-1 / 2 : ℝ) := by
  obtain ⟨hm, hI⟩ := modes_indep hg a
  -- independence factorises the mean
  have hprod := hI.mgf_sum (t := t) hm Finset.univ
  simp only [mgf, Finset.sum_apply] at hprod
  simp only [quadraticSample]
  rw [hprod]
  refine Finset.prod_congr rfl fun i _ => ?_
  -- each factor is a one-dimensional Gaussian integral
  have h := integral_map (μ := μ) (φ := g i) (hg.measurable i).aemeasurable
    (f := fun x : ℝ => Real.exp (t * a i * x ^ 2))
    (Continuous.aestronglyMeasurable (by fun_prop))
  rw [hg.law i, mean_exp_sq (by linarith [ht i])] at h
  simp only [mul_assoc] at h ⊢
  exact h.symm

/-- For `A = U diag(a) Uᵀ` with `U` orthogonal, `x = U g` with `g` a Gaussian probe, and
`2 t a i < 1` for all `i`, the mean of `exp (t xᵀ A x)` is `det (1 - 2 t A)^(-1/2)`. -/
theorem mean_exp_matrix [DecidableEq ι] (hg : IsGaussianProbe g μ) (a : ι → ℝ) {t : ℝ}
    (ht : ∀ i, 2 * t * a i < 1) {U A : Matrix ι ι ℝ} (hU : Uᵀ * U = 1)
    (hA : A = U * diagonal a * Uᵀ) :
    ∫ ω, Real.exp (t * ((U *ᵥ fun i => g i ω) ⬝ᵥ A *ᵥ (U *ᵥ fun i => g i ω))) ∂μ =
      (1 - (2 * t) • A).det ^ (-1 / 2 : ℝ) := by
  -- the quadratic form is diagonal in the eigenbasis
  have hquad : ∀ v : ι → ℝ, (U *ᵥ v) ⬝ᵥ A *ᵥ (U *ᵥ v) = ∑ i, a i * v i ^ 2 := by
    intro v
    have h1 : A *ᵥ (U *ᵥ v) = U *ᵥ (diagonal a *ᵥ v) := by
      rw [hA, Matrix.mulVec_mulVec, Matrix.mul_assoc, hU, Matrix.mul_one,
        ← Matrix.mulVec_mulVec]
    rw [h1, Matrix.dotProduct_mulVec, ← Matrix.mulVec_transpose, Matrix.mulVec_mulVec,
      hU, Matrix.one_mulVec]
    simp only [dotProduct, Matrix.mulVec_diagonal]
    exact Finset.sum_congr rfl fun i _ => by ring
  -- the determinant is the product over eigenvalues
  have hdet : (1 - (2 * t) • A).det = ∏ i, (1 - 2 * t * a i) := by
    have hD : diagonal (fun i => 1 - 2 * t * a i) = 1 - (2 * t) • diagonal a := by
      ext i j
      by_cases h : i = j
      · subst h
        simp
      · simp [h]
    have hfac : 1 - (2 * t) • A = U * diagonal (fun i => 1 - 2 * t * a i) * Uᵀ := by
      rw [hD, hA, Matrix.mul_sub, Matrix.sub_mul, Matrix.mul_one,
        mul_eq_one_comm.mp hU, Matrix.mul_smul, Matrix.smul_mul]
    have hd : U.det * U.det = 1 := by
      have h := congrArg Matrix.det hU
      rwa [Matrix.det_mul, Matrix.det_transpose, Matrix.det_one] at h
    rw [hfac, Matrix.det_mul, Matrix.det_mul, Matrix.det_transpose, Matrix.det_diagonal]
    linear_combination (∏ i, (1 - 2 * t * a i)) * hd
  simp_rw [hquad]
  rw [hdet, ← Real.finsetProd_rpow _ _ (fun i _ => by linarith [ht i])]
  exact mean_exp_quadraticSample hg a ht

/-- Chernoff bound for a Gaussian probe: if `t ≥ 0` and `2 t a i < 1` for all `i`, the sampled
quadratic form is at least `c` with probability at most `exp (-t c) ∏ (1 - 2 t a i)^(-1/2)`. -/
theorem tail_bound (hg : IsGaussianProbe g μ) (a : ι → ℝ) {t : ℝ} (h0 : 0 ≤ t)
    (ht : ∀ i, 2 * t * a i < 1) (c : ℝ) :
    μ.real {ω | c ≤ quadraticSample a g ω} ≤
      Real.exp (-t * c) * ∏ i, (1 - 2 * t * a i) ^ (-1 / 2 : ℝ) := by
  have h := measure_ge_le_exp_mul_mgf c h0
    ((integrable_exp_quadraticSample_iff hg a t).mpr ht)
  rwa [mgf, mean_exp_quadraticSample hg a ht] at h

end

end GaussianProbeEigenbasis
```

```lean
#print axioms GaussianProbeEigenbasis.mean_exp_quadraticSample
#print axioms GaussianProbeEigenbasis.mean_exp_matrix
#print axioms GaussianProbeEigenbasis.tail_bound
```

```
'GaussianProbeEigenbasis.mean_exp_quadraticSample' depends on axioms: [propext, Classical.choice, Quot.sound]
'GaussianProbeEigenbasis.mean_exp_matrix' depends on axioms: [propext, Classical.choice, Quot.sound]
'GaussianProbeEigenbasis.tail_bound' depends on axioms: [propext, Classical.choice, Quot.sound]
```

## One mode, then all of them

`density_mul_exp` combines the two exponents. `integrable_exp_sq_iff` and `mean_exp_sq` then reduce the one-mode claims to Mathlib's results on Gaussian integrals.

`modes_indep` passes independence from the \(g_i\) to the terms \(a_ig_i^2\). In `mean_exp_quadraticSample`, `mgf_sum` factorises the moment generating function, and `integral_map` turns each factor into an integral over the normal law.

The integrability criterion needs more care in one direction. Suppose \(e^{tS}\) is integrable but one mode is not. Lean assigns the value zero to a divergent integral, so the factorised mean would vanish. The integral of a positive integrable function is positive, which is the contradiction.

## Rotation and tail

In `mean_exp_matrix`, `hquad` cancels \(U^{T}U\) in the quadratic form and `hdet` evaluates the determinant using \((\det U)^2=1\). `Real.finsetProd_rpow` takes the power \(-1/2\) through the product, whose factors are positive by hypothesis. `tail_bound` applies Mathlib's Chernoff inequality, with the integrability it requires supplied by the criterion.
